# Closed-form $j_0$ transform of radial shape functions built from Bessel modes with a node at $R$

Let $j_0(x)=\sin x/x$ with $j_0(0)=1$, let $R>0$ be a sphere radius, and let $q_i=i\pi/R$ for $i=1,2,\dots$, so that $j_0(q_i r)$ vanishes at $r=R$. For real amplitudes $a_i$, take the radial function and its transform to be

$$g(r)=\sum_{i=1}^{N}a_i\,j_0(q_i r),\qquad \hat g(K)=\int_0^R g(r)\,j_0(Kr)\,r^2\,dr,$$

without a factor $4\pi$. In PAW work I meet the case $N=2$, $a_1=a_2=4\pi^2/(3R^3)$, as the radial part, for $r\le R$, of a spherical compensation charge that is zero beyond $R$. I am told that its transform is

$$\hat g(K)=a_1\frac{\sin KR}{K}\left[\frac{1}{q_1^2-K^2}-\frac{1}{q_2^2-K^2}\right]$$

for $K>0$ different from $q_1$ and $q_2$. I would like to see this derived rigorously and checked by machine. What happens at the excluded points, and how fast does the transform decay?

## Reducing the Bessel overlap to a product of sines

The formula holds, and it extends to any $N$ and any real amplitudes. Since $x\,j_0(x)=\sin x$, for nonzero $k$ and $K$ we have

$$j_0(kr)\,j_0(Kr)\,r^2=\frac{\sin kr\,\sin Kr}{kK}.$$

If $k^2\neq K^2$, an antiderivative is

$$F(r)=\frac{K\sin kr\cos Kr-k\cos kr\sin Kr}{kK(k^2-K^2)}.$$

When the numerator is differentiated, the $\cos kr\cos Kr$ terms cancel and $(k^2-K^2)\sin kr\sin Kr$ remains. Also $F(0)=0$, so the overlap is $F(R)$. For $k=q_i$ we have $\sin q_iR=0$ and $\cos q_iR=(-1)^i$, hence

$$\int_0^R j_0(q_ir)\,j_0(Kr)\,r^2\,dr=\frac{\sin KR}{K}\,\frac{(-1)^{i+1}}{q_i^2-K^2}.$$

Multiplying by $a_i$ and summing gives

$$\hat g(K)=\frac{\sin KR}{K}\sum_{i=1}^N\frac{(-1)^{i+1}a_i}{q_i^2-K^2}.$$

## The values at $K=q_j$

For $K=q_j$ with $1\le j\le N$, every term with $i\ne j$ vanishes because $\sin q_jR=0$. The remaining term needs the integral of a squared sine:

$$\int_0^R\frac{\sin^2 kr}{k^2}\,dr=\frac{kR-\sin kR\cos kR}{2k^3}.$$

At $k=q_j$ this equals $R/(2q_j^2)$, so $\hat g(q_j)=a_jR/(2q_j^2)$. Each such sample isolates one amplitude.

## Fifth-power decay for two equal amplitudes

With $a_1=a_2=4\pi^2/(3R^3)$, the difference of the two fractions has numerator $q_2^2-q_1^2=3\pi^2/R^2$, and therefore

$$\hat g(K)=\frac{4\pi^4}{R^5}\,\frac{\sin KR}{K(q_1^2-K^2)(q_2^2-K^2)}.$$

If $K\ge 2q_2$, both $K^2-q_1^2$ and $K^2-q_2^2$ are at least $\tfrac34K^2$. The denominator is then at least $\tfrac{9}{16}K^5\ge\tfrac12K^5$, and $|\sin KR|\le1$ gives $|\hat g(K)|\le 8\pi^4/(RK)^5$.

Up to constant factors such as $4\pi$, the total charge and the cell volume, this bounds the plane-wave components of a compensation charge beyond a cutoff of at least $2q_2$, for one spherical ($l=0$) shape of this two-term form; it is not a bound on a total-energy error.

## A worked case at $R=\pi$, and a failure at $K=q_1$

Take $R=\pi$, so $q_1=1$, $q_2=2$ and $a_1=a_2=4/(3\pi)$. At $K=\tfrac12$ we have $\sin KR=1$, and

$$\hat g(\tfrac12)=\frac{4}{3\pi}\cdot2\left[\frac43-\frac4{15}\right]=\frac{128}{45\pi}\approx0.905.$$

At $K=4.5$, which exceeds $2q_2=4$, the closed form gives about $9.0\times10^{-4}$, and the bound gives about $1.4\times10^{-3}$.

The condition $K\ne q_i$ is needed. With $R=\pi$, $N=1$, $a_1=1$ and $K=1$, the integral is $\pi/2$, while the general formula reads $0\cdot(1/0)$, which Lean evaluates to $0$ because it sets division by zero to zero.

## The Lean definitions and theorems

`Real.sinc` is $j_0$, including its value at the origin. `node R i` is $q_i$, `shape R N a` is $g$, and `besselTransform R f K` is the integral above. The amplitudes form a function `a : ℕ → ℝ`, of which only the entries $1,\dots,N$ enter.

- `transform_shape_eq` is the general formula. It assumes $R>0$, $K>0$ and $K\neq q_i$ for every $i$ from 1 to $N$.
- `transform_shape_at_node` gives the value at $K=q_j$.
- `transform_compensation` is the single fraction for `compensationShape`, the two-term function with equal amplitudes.
- `transform_compensation_decay` is the bound, for $R>0$ and $K\ge2q_2$.

The amplitude $4\pi^2/(3R^3)$ enters as a definition. Because the two amplitudes are equal, $g$ and its first two derivatives vanish at $R$, and their common value makes $\int_0^R g\,r^2\,dr=1$; these properties are neither assumed nor derived in the file. The point $K=0$ and higher angular momenta are not treated.

```lean
import Mathlib

open Real

namespace BesselShapeTransform

noncomputable section

/-- The wave number `q_i = i π / R`. -/
def node (R : ℝ) (i : ℕ) : ℝ := i * π / R

/-- The radial shape function `g(r) = ∑ a_i j0(q_i r)` with `i` running from `1` to `N`. -/
def shape (R : ℝ) (N : ℕ) (a : ℕ → ℝ) (r : ℝ) : ℝ :=
  ∑ i ∈ Finset.Icc 1 N, a i * Real.sinc (node R i * r)

/-- The `j0` transform of a radial function over the sphere radius,
`∫ f(r) j0(K r) r² dr` from `0` to `R`. -/
def besselTransform (R : ℝ) (f : ℝ → ℝ) (K : ℝ) : ℝ :=
  ∫ r in (0 : ℝ)..R, f r * Real.sinc (K * r) * r ^ 2

/-- The two-term shape function with both amplitudes equal to `4π²/(3R³)`. -/
def compensationShape (R : ℝ) : ℝ → ℝ :=
  shape R 2 (fun _ => 4 * π ^ 2 / (3 * R ^ 3))

/-- The spherical Bessel function satisfies `x j0(x) = sin x` for every `x`. -/
theorem mul_sinc_eq_sin (x : ℝ) : x * Real.sinc x = Real.sin x := by
  by_cases h : x = 0
  · simp [h]
  · rw [Real.sinc_of_ne_zero h]
    field_simp

private lemma deriv_sin (c r : ℝ) :
    HasDerivAt (fun r => Real.sin (c * r)) (Real.cos (c * r) * c) r := by
  have h := ((hasDerivAt_id r).const_mul c).sin
  simpa using h

private lemma deriv_cos (c r : ℝ) :
    HasDerivAt (fun r => Real.cos (c * r)) (-Real.sin (c * r) * c) r := by
  have h := ((hasDerivAt_id r).const_mul c).cos
  simpa using h

private lemma integrand_eq {k K : ℝ} (hk : k ≠ 0) (hK : K ≠ 0) (r : ℝ) :
    Real.sinc (k * r) * Real.sinc (K * r) * r ^ 2
      = Real.sin (k * r) * Real.sin (K * r) / (k * K) := by
  rw [eq_div_iff (mul_ne_zero hk hK), ← mul_sinc_eq_sin (k * r), ← mul_sinc_eq_sin (K * r)]
  ring

/-- The radial overlap `∫ j0(k r) j0(K r) r² dr` from `0` to `R`, for nonzero `k` and `K` with `k² ≠
K²`. -/
theorem overlap_of_ne {k K : ℝ} (R : ℝ) (hk : k ≠ 0) (hK : K ≠ 0) (h : k ^ 2 ≠ K ^ 2) :
    besselTransform R (fun r => Real.sinc (k * r)) K
      = (K * (Real.sin (k * R) * Real.cos (K * R)) - k * (Real.cos (k * R) * Real.sin (K * R)))
        / (k * K * (k ^ 2 - K ^ 2)) := by
  have hD : k * K * (k ^ 2 - K ^ 2) ≠ 0 :=
    mul_ne_zero (mul_ne_zero hk hK) (sub_ne_zero.mpr h)
  simp only [besselTransform, integrand_eq hk hK]
  -- an explicit antiderivative of the product of sines
  have hF : ∀ r ∈ Set.uIcc 0 R, HasDerivAt
      (fun r => (K * (Real.sin (k * r) * Real.cos (K * r))
        - k * (Real.cos (k * r) * Real.sin (K * r))) / (k * K * (k ^ 2 - K ^ 2)))
      (Real.sin (k * r) * Real.sin (K * r) / (k * K)) r := by
    intro r _
    refine (((((deriv_sin k r).fun_mul (deriv_cos K r)).const_mul K).fun_sub
      (((deriv_cos k r).fun_mul (deriv_sin K r)).const_mul k)).div_const _).congr_deriv ?_
    rw [div_eq_div_iff hD (mul_ne_zero hk hK)]
    ring
  rw [intervalIntegral.integral_eq_sub_of_hasDerivAt hF
    (Continuous.intervalIntegrable (by fun_prop) _ _)]
  simp

/-- The radial integral `∫ j0(k r)² r² dr` from `0` to `R`, for nonzero `k`. -/
theorem overlap_self {k : ℝ} (R : ℝ) (hk : k ≠ 0) :
    besselTransform R (fun r => Real.sinc (k * r)) k
      = (k * R - Real.sin (k * R) * Real.cos (k * R)) / (2 * k ^ 3) := by
  have hD : 2 * k ^ 3 ≠ 0 := mul_ne_zero two_ne_zero (pow_ne_zero 3 hk)
  simp only [besselTransform, integrand_eq hk hk]
  have hF : ∀ r ∈ Set.uIcc 0 R, HasDerivAt
      (fun r => (k * r - Real.sin (k * r) * Real.cos (k * r)) / (2 * k ^ 3))
      (Real.sin (k * r) * Real.sin (k * r) / (k * k)) r := by
    intro r _
    refine ((((hasDerivAt_id' r).const_mul k).fun_sub
      ((deriv_sin k r).fun_mul (deriv_cos k r))).div_const _).congr_deriv ?_
    rw [div_eq_div_iff hD (mul_ne_zero hk hk)]
    linear_combination (-k ^ 3) * Real.sin_sq_add_cos_sq (k * r)
  rw [intervalIntegral.integral_eq_sub_of_hasDerivAt hF
    (Continuous.intervalIntegrable (by fun_prop) _ _)]
  simp

private lemma node_mul {R : ℝ} (hR : 0 < R) (i : ℕ) : node R i * R = i * π :=
  div_mul_cancel₀ _ hR.ne'

private lemma node_pos {R : ℝ} (hR : 0 < R) {i : ℕ} (hi : 1 ≤ i) : 0 < node R i := by
  have : (0 : ℝ) < i := by exact_mod_cast hi
  exact div_pos (mul_pos this Real.pi_pos) hR

private lemma sq_sub_ne {k K : ℝ} (hk : 0 < k) (hK : 0 < K) (h : K ≠ k) :
    k ^ 2 - K ^ 2 ≠ 0 := by
  have h1 : k ^ 2 - K ^ 2 = (k - K) * (k + K) := by ring
  rw [h1]
  exact mul_ne_zero (sub_ne_zero.mpr h.symm) (by positivity)

/-- The transform of a single mode `j0(q_i r)` at a wave number `K > 0` different from `q_i`. -/
theorem transform_mode {R K : ℝ} (hR : 0 < R) (hK : 0 < K) {i : ℕ} (hi : 1 ≤ i)
    (h : K ≠ node R i) :
    besselTransform R (fun r => Real.sinc (node R i * r)) K
      = Real.sin (K * R) / K * ((-1) ^ (i + 1) / (node R i ^ 2 - K ^ 2)) := by
  have hq := node_pos hR hi
  have hd := sq_sub_ne hq hK h
  -- at the sphere boundary the sine vanishes and the cosine is a sign
  rw [overlap_of_ne R hq.ne' hK.ne' (sub_ne_zero.mp hd), node_mul hR,
    Real.sin_nat_mul_pi, Real.cos_nat_mul_pi, div_mul_div_comm,
    div_eq_div_iff (mul_ne_zero (mul_ne_zero hq.ne' hK.ne') hd) (mul_ne_zero hK.ne' hd)]
  ring

private lemma transform_shape (R K : ℝ) (N : ℕ) (a : ℕ → ℝ) :
    besselTransform R (shape R N a) K
      = ∑ i ∈ Finset.Icc 1 N,
          a i * besselTransform R (fun r => Real.sinc (node R i * r)) K := by
  have h : ∀ r, (∑ i ∈ Finset.Icc 1 N, a i * Real.sinc (node R i * r)) * Real.sinc (K * r) * r ^ 2
      = ∑ i ∈ Finset.Icc 1 N,
          a i * (Real.sinc (node R i * r) * Real.sinc (K * r) * r ^ 2) := by
    intro r
    rw [Finset.sum_mul, Finset.sum_mul]
    exact Finset.sum_congr rfl (fun i _ => by ring)
  simp only [besselTransform, shape, h]
  rw [intervalIntegral.integral_finsetSum]
  · simp only [intervalIntegral.integral_const_mul]
  · intro i _
    apply Continuous.intervalIntegrable
    have hc : ∀ c : ℝ, Continuous (fun r : ℝ => Real.sinc (c * r)) := fun c =>
      Real.continuous_sinc.comp (continuous_const.mul continuous_id)
    exact continuous_const.mul (((hc _).mul (hc _)).mul (continuous_id.pow 2))

/-- The `j0` transform of an `N`-term shape function at `K > 0` away from all `q_i` is
`(sin KR / K) ∑ (-1)^(i+1) a_i / (q_i² - K²)`. -/
theorem transform_shape_eq {R K : ℝ} (hR : 0 < R) (hK : 0 < K) (N : ℕ) (a : ℕ → ℝ)
    (h : ∀ i ∈ Finset.Icc 1 N, K ≠ node R i) :
    besselTransform R (shape R N a) K
      = Real.sin (K * R) / K *
        ∑ i ∈ Finset.Icc 1 N, (-1) ^ (i + 1) * a i / (node R i ^ 2 - K ^ 2) := by
  rw [transform_shape, Finset.mul_sum]
  refine Finset.sum_congr rfl (fun i hi => ?_)
  rw [transform_mode hR hK (Finset.mem_Icc.mp hi).1 (h i hi)]
  ring

/-- For `1 ≤ j ≤ N`, the transform of the `N`-term shape function at `K = q_j` is `a_j R / (2
q_j²)`. -/
theorem transform_shape_at_node {R : ℝ} (hR : 0 < R) (N : ℕ) (a : ℕ → ℝ) {j : ℕ}
    (hj : j ∈ Finset.Icc 1 N) :
    besselTransform R (shape R N a) (node R j) = a j * (R / (2 * node R j ^ 2)) := by
  have hq := node_pos hR (Finset.mem_Icc.mp hj).1
  rw [transform_shape, Finset.sum_eq_single_of_mem j hj]
  · rw [overlap_self R hq.ne', node_mul hR, Real.sin_nat_mul_pi, ← node_mul hR]
    congr 1
    rw [div_eq_div_iff (by positivity) (by positivity)]
    ring
  · -- different modes are orthogonal
    intro i hi hij
    have hne : node R j ≠ node R i := by
      intro h
      have h1 : (j : ℝ) * π = i * π := by rw [← node_mul hR, ← node_mul hR, h]
      have h2 : (j : ℝ) = i := mul_right_cancel₀ Real.pi_ne_zero h1
      exact hij (by exact_mod_cast h2.symm)
    rw [transform_mode hR hq (Finset.mem_Icc.mp hi).1 hne, node_mul hR, Real.sin_nat_mul_pi]
    simp

/-- The transform of the two-term shape function with amplitudes `4π²/(3R³)`, written as a single
fraction, for `K > 0` different from `q_1` and `q_2`. -/
theorem transform_compensation {R K : ℝ} (hR : 0 < R) (hK : 0 < K)
    (h1 : K ≠ node R 1) (h2 : K ≠ node R 2) :
    besselTransform R (compensationShape R) K
      = 4 * π ^ 4 / R ^ 5 * Real.sin (K * R)
        / (K * (node R 1 ^ 2 - K ^ 2) * (node R 2 ^ 2 - K ^ 2)) := by
  have hI : Finset.Icc 1 2 = ({1, 2} : Finset ℕ) := by decide
  have key : ∀ D E s A : ℝ, D ≠ 0 → E ≠ 0 →
      s / K * ((-1) ^ (1 + 1) * A / D + (-1) ^ (2 + 1) * A / E)
        = A * (E - D) * s / (K * D * E) := by
    intro D E s A hD hE
    rw [div_add_div _ _ hD hE, div_mul_div_comm, mul_assoc K D E]
    congr 1
    ring
  have hA : 4 * π ^ 2 / (3 * R ^ 3) * ((node R 2 ^ 2 - K ^ 2) - (node R 1 ^ 2 - K ^ 2))
      = 4 * π ^ 4 / R ^ 5 := by
    unfold node
    push_cast
    ring
  rw [compensationShape, transform_shape_eq hR hK, hI, Finset.sum_pair (by norm_num),
    key _ _ _ _ (sq_sub_ne (node_pos hR le_rfl) hK h1)
      (sq_sub_ne (node_pos hR one_le_two) hK h2), hA]
  intro i hi
  rw [hI, Finset.mem_insert, Finset.mem_singleton] at hi
  rcases hi with rfl | rfl
  · exact h1
  · exact h2

/-- For `K ≥ 2 q_2` the transform of the two-term shape function with amplitudes `4π²/(3R³)`
is at most `8π⁴/(RK)⁵` in absolute value. -/
theorem transform_compensation_decay {R K : ℝ} (hR : 0 < R) (hK : 2 * node R 2 ≤ K) :
    |besselTransform R (compensationShape R) K| ≤ 8 * π ^ 4 / (R * K) ^ 5 := by
  have hp := node_pos hR (le_refl 1)
  have hq : node R 2 = 2 * node R 1 := by
    unfold node
    push_cast
    ring
  have hK0 : 0 < K := by linarith
  have m1 : 3 / 4 * K ^ 2 ≤ K ^ 2 - node R 1 ^ 2 := by nlinarith
  have m2 : 3 / 4 * K ^ 2 ≤ K ^ 2 - node R 2 ^ 2 := by nlinarith
  -- the denominator is at least K ^ 5 / 2
  have hP : K ^ 5 / 2 ≤ K * (node R 1 ^ 2 - K ^ 2) * (node R 2 ^ 2 - K ^ 2) := by
    have m := mul_le_mul m1 m2 (by positivity) (le_trans (by positivity) m1)
    have m' := mul_le_mul_of_nonneg_left m hK0.le
    have h5 := pow_pos hK0 5
    linarith [m', h5]
  have h5 : 0 < K ^ 5 / 2 := by positivity
  have hc : 0 < 4 * π ^ 4 / R ^ 5 := by positivity
  rw [transform_compensation hR hK0 (by linarith [hp] : node R 1 < K).ne'
    (by linarith [hp] : node R 2 < K).ne', abs_div, abs_of_pos (lt_of_lt_of_le h5 hP),
    abs_mul, abs_of_pos hc]
  calc 4 * π ^ 4 / R ^ 5 * |Real.sin (K * R)|
        / (K * (node R 1 ^ 2 - K ^ 2) * (node R 2 ^ 2 - K ^ 2))
      ≤ 4 * π ^ 4 / R ^ 5 * 1 / (K ^ 5 / 2) :=
        div_le_div₀ (by positivity)
          (mul_le_mul_of_nonneg_left (Real.abs_sin_le_one _) hc.le) h5 hP
    _ = 8 * π ^ 4 / (R * K) ^ 5 := by ring

end

end BesselShapeTransform
```

```lean
#print axioms BesselShapeTransform.transform_shape_at_node
#print axioms BesselShapeTransform.transform_compensation_decay
```

```
'BesselShapeTransform.transform_shape_at_node' depends on axioms: [propext, Classical.choice, Quot.sound]
'BesselShapeTransform.transform_compensation_decay' depends on axioms: [propext, Classical.choice, Quot.sound]
```

## How the proof follows the calculation

`mul_sinc_eq_sin` is $x\,j_0(x)=\sin x$, with $x=0$ treated separately, and `integrand_eq` turns the integrand into a product of sines. In `overlap_of_ne`, the statement `hF` says that $F$ is an antiderivative: the product rule is assembled from `deriv_sin` and `deriv_cos`, and `ring` confirms the cancellation. The fundamental theorem of calculus then gives $F(R)-F(0)$. `overlap_self` does the same for equal wave numbers, where $\sin^2+\cos^2=1$ is also used.

`transform_mode` inserts the values of sine and cosine at $i\pi$. `transform_shape` exchanges the finite sum and the integral, which is allowed because each term is continuous. Together they give `transform_shape_eq`. In `transform_shape_at_node`, `Finset.sum_eq_single_of_mem` keeps the term $i=j$, and the other terms vanish by `transform_mode`.

For the two-term function, `key` combines the fractions and `hA` evaluates the prefactor. In the decay theorem, `m1` and `m2` are the two estimates by $\tfrac34K^2$, `hP` is the lower bound $K^5/2$ on the denominator, and the closing `calc` block applies $|\sin KR|\le1$.
